# Factorisation of the zero-energy Bloch determinant for the fourth-order second-derivative stencil

The theorem `stencil_factor` concerns the five-point, fourth-order finite-difference stencil for the second derivative, with weights −1, 16, −30, 16, −1 and without the usual prefactor 1/(12h²) for grid spacing h. Each weight is a one-by-one block H_j, there is no potential term, and the Bloch matrix is P(z) = ∑ H_j z^j − E, summed over |j| ≤ 2. At E = 0, and for every nonzero complex Bloch factor z, on the unit circle or off it, the theorem states that z² det P(z) = −(z − 1)²(z² − 14z + 1). The attempt expands the sum to write the determinant explicitly in powers of z from −2 to 2, then clears the denominators and compares polynomials.

As first written in Lean, the proof fails:

```lean
import Mathlib

open Matrix
open scoped ComplexOrder

namespace StencilFactor

noncomputable section

variable {n : Type*} [Fintype n] [DecidableEq n]

/-- The matrix `P(z) = ∑ H_j z^j - E`, summed over `|j| ≤ N`, for a nonzero complex
Bloch factor `z` and an energy `E`. -/
def blochMatrix (H : ℤ → Matrix n n ℂ) (N : ℕ) (E : ℂ) (z : ℂˣ) : Matrix n n ℂ :=
  (∑ j ∈ Finset.Icc (-(N : ℤ)) (N : ℤ), (z : ℂ) ^ j • H j) - E • (1 : Matrix n n ℂ)

/-- The fourth-order second-derivative stencil `(-1, 16, -30, 16, -1)`, as one-by-one blocks. -/
def stencil (j : ℤ) : Matrix (Fin 1) (Fin 1) ℂ :=
  !![if j = 0 then -30 else if j = 1 ∨ j = -1 then 16 else if j = 2 ∨ j = -2 then -1 else 0]

/-- At zero energy the stencil has `z² det P(z) = -(z - 1)² (z² - 14 z + 1)`. -/
theorem stencil_factor (z : ℂˣ) :
    (z : ℂ) ^ 2 * (blochMatrix stencil 2 0 z).det
      = -(((z : ℂ) - 1) ^ 2 * ((z : ℂ) ^ 2 - 14 * z + 1)) := by
  have hz : (z : ℂ) ≠ 0 := z.ne_zero
  have hI : Finset.Icc (-((2 : ℕ) : ℤ)) ((2 : ℕ) : ℤ) = {-2, -1, 0, 1, 2} := by
    ext j
    simp only [Finset.mem_Icc, Finset.mem_insert, Finset.mem_singleton]
    omega
  -- the five stencil weights and the corresponding powers
  have c1 : stencil (-2) 0 0 = -1 := by simp [stencil]
  have c2 : stencil (-1) 0 0 = 16 := by simp [stencil]
  have c3 : stencil 0 0 0 = -30 := by simp [stencil]
  have c4 : stencil 1 0 0 = 16 := by simp [stencil]
  have c5 : stencil 2 0 0 = -1 := by simp [stencil]
  have p1 : (z : ℂ) ^ (-2 : ℤ) = ((z : ℂ) ^ 2)⁻¹ := by rw [zpow_neg, zpow_ofNat]
  have p2 : (z : ℂ) ^ (2 : ℤ) = (z : ℂ) ^ 2 := by rw [zpow_ofNat]
  have hd : (blochMatrix stencil 2 0 z).det
      = -((z : ℂ) ^ 2)⁻¹ + 16 * (z : ℂ)⁻¹ - 30 + 16 * z - (z : ℂ) ^ 2 := by
    unfold blochMatrix
    rw [hI, Matrix.det_fin_one, zero_smul, sub_zero, Matrix.sum_apply]
    simp only [Matrix.smul_apply, smul_eq_mul]
    rw [Finset.sum_insert (by norm_num), Finset.sum_insert (by norm_num),
      Finset.sum_insert (by norm_num), Finset.sum_insert (by norm_num), Finset.sum_singleton,
      c1, c2, c3, c4, c5, p1, p2, zpow_neg_one, zpow_zero, zpow_one]
    ring
  rw [hd]
  field_simp
  ring

end

end StencilFactor
```

Lean reports:

```
Main.lean:36:59: error: Ambiguous term
  zpow_neg
Possible interpretations:
  _root_.zpow_neg : ∀ (a : ?m.238) (n : ℤ), a ^ (-n) = (a ^ n)⁻¹
  
  Matrix.zpow_neg : IsUnit (det ?m.243) → ∀ (n : ℤ), ?m.243 ^ (-n) = (?m.243 ^ n)⁻¹
Main.lean:45:34: error: Ambiguous term
  zpow_neg_one
Possible interpretations:
  _root_.zpow_neg_one : ∀ (x : ?m.421), x ^ (-1) = x⁻¹
  
  Matrix.zpow_neg_one : ∀ (A : Matrix ?m.421 ?m.421 ?m.424), A ^ (-1) = A⁻¹
```

The repair, with which the file compiles:

```diff
@@ -34,5 +34,6 @@
   have c4 : stencil 1 0 0 = 16 := by simp [stencil]
   have c5 : stencil 2 0 0 = -1 := by simp [stencil]
-  have p1 : (z : ℂ) ^ (-2 : ℤ) = ((z : ℂ) ^ 2)⁻¹ := by rw [zpow_neg, zpow_ofNat]
+  have p1 : (z : ℂ) ^ (-2 : ℤ) = ((z : ℂ) ^ 2)⁻¹ := by
+    rw [_root_.zpow_neg, _root_.zpow_ofNat]
   have p2 : (z : ℂ) ^ (2 : ℤ) = (z : ℂ) ^ 2 := by rw [zpow_ofNat]
   have hd : (blochMatrix stencil 2 0 z).det
@@ -43,5 +44,5 @@
     rw [Finset.sum_insert (by norm_num), Finset.sum_insert (by norm_num),
       Finset.sum_insert (by norm_num), Finset.sum_insert (by norm_num), Finset.sum_singleton,
-      c1, c2, c3, c4, c5, p1, p2, zpow_neg_one, zpow_zero, zpow_one]
+      c1, c2, c3, c4, c5, p1, p2, _root_.zpow_neg_one, _root_.zpow_zero, _root_.zpow_one]
     ring
   rw [hd]
```

Diagnosis. Both errors are name clashes. Because the file has `open Matrix`, the short name `zpow_neg` can mean either the general lemma `_root_.zpow_neg` or `Matrix.zpow_neg`, which is about powers of a matrix and requires its determinant to be a unit. `zpow_neg_one` is ambiguous in the same way. The powers here are of the complex number z, but `rw` elaborates the lemma's name before matching it against the goal, so the goal does not settle the choice and Lean reports an ambiguous term.

Writing `_root_.zpow_neg` and `_root_.zpow_neg_one` selects the general lemmas, which apply to complex numbers.

The diff also adds the prefix to `zpow_ofNat`, `zpow_zero` and `zpow_one`. For `zpow_ofNat` this is mere tidying, since the proof of `p2` uses the short name without error. The messages do not show whether the other two needed it, because the rewrite stopped at `zpow_neg_one` before reaching them. The new line break in `p1` is only layout.
